# In ZORA, a nonzero constant $D<2c^2$ added to the Coulomb potential moves the bound levels by more than $|D|$

I have a hydrogen-like ion at the centre of a very large, uniformly charged shell. As far as the electron is concerned, the shell adds a constant $D$ to its potential energy. The Dirac energies then all move by $D$ and the orbitals stay as they were. If I use the zeroth-order regular approximation (ZORA) instead, the potential also sits in a denominator, so the constant changes the kinetic energy as well. How far do the ZORA levels move? And is their error at least always of one sign?

## The ZORA energy is $D+tE$, and its error can have either sign

Let $E$ be the Dirac energy without the shell, counted from the rest energy, with $-2c^2<E<0$. In atomic units, for $D<2c^2$, the corresponding ZORA energy is

$$e=D+tE,\qquad t=\frac{2c^2-D}{2c^2+E}.$$

It moves with $D$ at the rate $2c^2/(2c^2+E)>1$. It is too low for $D<-E$, right for $D=-E$ and too high for $D>-E$. Without the shell, ZORA overbinds.

### Stretching the radius absorbs the missing energy

Let $P$ and $Q$ be the large and small radial functions, $k$ the relativistic angular quantum number, $Z$ the nuclear charge and $V$ the potential energy. Both methods have the form

$$P'=-\frac{kP}{r}+\frac{A\,Q}{c},\qquad Q'=\frac{kQ}{r}-\frac{B\,P}{c}.$$

The Dirac equation has $A=E+2c^2-V$ and $B=E-V$. ZORA drops the energy from the first coefficient, so $A=2c^2-V$ and $B=e-V$.

With $V=D-Z/r$, replacing $E$ by $E+D$ in the Dirac coefficients cancels $D$ in both. That is the exact shift you describe. In ZORA it cancels only in $B$.

Now take a Dirac solution for $V=-Z/r$ and set $p(r)=P(tr)$, $q(r)=Q(tr)$ with $t>0$. By the chain rule,

$$p'(r)=t\left[-\frac{kP(tr)}{tr}+\frac{A(tr)Q(tr)}{c}\right]=-\frac{k\,p(r)}{r}+\frac{tA(tr)\,q(r)}{c},$$

$$q'(r)=\frac{k\,q(r)}{r}-\frac{tB(tr)\,p(r)}{c}.$$

The new coefficients are

$$tA(tr)=t(2c^2+E)+\frac Zr,\qquad tB(tr)=tE+\frac Zr.$$

The Coulomb term keeps its strength, because it scales as $1/r$. ZORA in the shifted potential needs $2c^2-D+Z/r$ and $e-D+Z/r$. Matching the constants gives $t(2c^2+E)=2c^2-D$ and $e=D+tE$. Stretching by $1/t$ leads back, so the correspondence works in both directions.

The dilation also preserves normalizability:

$$\int_0^\infty (p^2+q^2)\,dr=\frac1t\int_0^\infty(P^2+Q^2)\,dr.$$

If $(P,Q)$ is normalised, so is $\sqrt t\,(P(tr),Q(tr))$.

The correct energy in the shifted potential is $E+D$, so the error is

$$e-(E+D)=(t-1)E=-\frac{E(E+D)}{2c^2+E}.$$

Since $-E>0$ and $2c^2+E>0$, it has the sign of $E+D$. At $D=-E$ the shifted Dirac energy is zero, and omitting it from $A$ changes nothing. At $D=0$ the error is $-E^2/(2c^2+E)<0$. Finally,

$$\frac{de}{dD}=1-\frac{E}{2c^2+E}=\frac{2c^2}{2c^2+E}>1.$$

For one electron in the field of a point nucleus, this slope measures how strongly ZORA overreacts to a constant background potential, such as distant charges produce near a nucleus. The excess is largest for the deepest levels.

### The same argument in Lean

```lean
import Mathlib

open MeasureTheory Set

namespace ZoraGaugeShift

noncomputable section

/-- The radial first-order system `P' = -kP/r + A Q/c`, `Q' = kQ/r - B P/c` on `r > 0`,
for a speed of light `c ≠ 0`. -/
def Radial (c k : ℝ) (A B P Q : ℝ → ℝ) : Prop :=
  ∀ r > 0, HasDerivAt P (-k * P r / r + A r * Q r / c) r ∧
    HasDerivAt Q (k * Q r / r - B r * P r / c) r

/-- The radial Dirac equation in the potential `V`, with the energy `E` counted from the
rest energy, for `c ≠ 0`. -/
def Dirac (c k : ℝ) (V : ℝ → ℝ) (E : ℝ) (P Q : ℝ → ℝ) : Prop :=
  Radial c k (fun r => E + 2 * c ^ 2 - V r) (fun r => E - V r) P Q

/-- The radial ZORA equation in the potential `V` at energy `e`, for `c ≠ 0`: the energy is
dropped from the coefficient of the small component in the first equation. -/
def Zora (c k : ℝ) (V : ℝ → ℝ) (e : ℝ) (P Q : ℝ → ℝ) : Prop :=
  Radial c k (fun r => 2 * c ^ 2 - V r) (fun r => e - V r) P Q

/-- The Coulomb potential of a nucleus of charge `Z`, shifted by the constant `D`,
for `r ≠ 0`. -/
def coulomb (Z D : ℝ) : ℝ → ℝ := fun r => D - Z / r

/-- The pair `(P, Q)` is nonzero and square integrable on `r > 0`. -/
def Normalizable (P Q : ℝ → ℝ) : Prop :=
  (∃ r > 0, P r ≠ 0 ∨ Q r ≠ 0) ∧ IntegrableOn (fun r => P r ^ 2 + Q r ^ 2) (Ioi 0)

/-- The dilation factor `t = (2c² - D)/(2c² + E)`, for `2c² + E ≠ 0`. -/
def zoraScale (c D E : ℝ) : ℝ := (2 * c ^ 2 - D) / (2 * c ^ 2 + E)

/-- The energy `e = D + tE`, for `2c² + E ≠ 0`. -/
def zoraEnergy (c D E : ℝ) : ℝ := D + zoraScale c D E * E

/-- A pair `(P, Q)` solves the radial Dirac equation at energy `E + D` in the Coulomb potential
shifted by the constant `D` exactly when it solves it at `E` in the unshifted potential. -/
theorem dirac_shift (c k Z D E : ℝ) (P Q : ℝ → ℝ) :
    Dirac c k (coulomb Z D) (E + D) P Q ↔ Dirac c k (coulomb Z 0) E P Q := by
  have h1 : (fun r => E + D + 2 * c ^ 2 - coulomb Z D r) =
      fun r => E + 2 * c ^ 2 - coulomb Z 0 r := by
    funext r; unfold coulomb; ring
  have h2 : (fun r => E + D - coulomb Z D r) = fun r => E - coulomb Z 0 r := by
    funext r; unfold coulomb; ring
  unfold Dirac
  rw [h1, h2]

/-- A dilation by `s > 0` carries solutions of a radial system to solutions of the system
with coefficients `s A(sr)` and `s B(sr)`. -/
theorem radial_scale {c k s : ℝ} {A B A' B' P Q : ℝ → ℝ} (hs : 0 < s)
    (hA : ∀ r > 0, A' r = s * A (s * r)) (hB : ∀ r > 0, B' r = s * B (s * r))
    (h : Radial c k A B P Q) :
    Radial c k A' B' (fun r => P (s * r)) (fun r => Q (s * r)) := by
  intro r hr
  obtain ⟨hP, hQ⟩ := h (s * r) (mul_pos hs hr)
  have hl : HasDerivAt (fun x : ℝ => s * x) s r := by
    simpa using (hasDerivAt_id r).const_mul s
  have hs' : s ≠ 0 := hs.ne'
  have hr' : r ≠ 0 := ne_of_gt hr
  -- the centrifugal term is homogeneous of degree -1
  have e1 : ∀ x : ℝ, x / (s * r) * s = x / r := by
    intro x
    field_simp
  refine ⟨(hP.comp r hl).congr_deriv ?_, (hQ.comp r hl).congr_deriv ?_⟩
  · rw [hA r hr, add_mul, e1]
    ring
  · rw [hB r hr, sub_mul, e1]
    ring

/-- For a dilation by `s > 0`, the dilated pair solves the rescaled radial system exactly when
the original pair solves the original one. -/
theorem radial_scale_iff {c k s : ℝ} {A B A' B' P Q : ℝ → ℝ} (hs : 0 < s)
    (hA : ∀ r > 0, A' r = s * A (s * r)) (hB : ∀ r > 0, B' r = s * B (s * r)) :
    Radial c k A' B' (fun r => P (s * r)) (fun r => Q (s * r)) ↔ Radial c k A B P Q := by
  refine ⟨fun h => ?_, radial_scale hs hA hB⟩
  -- undo the dilation with the factor 1/s
  have hA2 : ∀ r > 0, A r = s⁻¹ * A' (s⁻¹ * r) := fun r hr => by
    rw [hA _ (mul_pos (inv_pos.2 hs) hr), mul_inv_cancel_left₀ hs.ne',
      inv_mul_cancel_left₀ hs.ne']
  have hB2 : ∀ r > 0, B r = s⁻¹ * B' (s⁻¹ * r) := fun r hr => by
    rw [hB _ (mul_pos (inv_pos.2 hs) hr), mul_inv_cancel_left₀ hs.ne',
      inv_mul_cancel_left₀ hs.ne']
  have h2 := radial_scale (inv_pos.2 hs) hA2 hB2 h
  simpa only [mul_inv_cancel_left₀ hs.ne'] using h2

/-- For `-2c² < E` and `D < 2c²`, the pair `P(tr), Q(tr)` solves the ZORA equation in the
Coulomb potential shifted by `D`, at energy `e = D + tE`, exactly when `(P, Q)` solves the
Dirac-Coulomb equation at energy `E`. -/
theorem zora_iff_dirac {c k Z D E : ℝ} {P Q : ℝ → ℝ}
    (hE : -(2 * c ^ 2) < E) (hD : D < 2 * c ^ 2) :
    Zora c k (coulomb Z D) (zoraEnergy c D E)
      (fun r => P (zoraScale c D E * r)) (fun r => Q (zoraScale c D E * r)) ↔
    Dirac c k (coulomb Z 0) E P Q := by
  have hpos : 0 < 2 * c ^ 2 + E := by linarith
  have ht : 0 < zoraScale c D E := div_pos (by linarith) hpos
  have hm : zoraScale c D E * (2 * c ^ 2 + E) = 2 * c ^ 2 - D :=
    div_mul_cancel₀ _ hpos.ne'
  unfold Zora Dirac zoraEnergy
  generalize zoraScale c D E = t at ht hm ⊢
  -- the Coulomb term keeps its strength under the dilation
  have hz : ∀ r > 0, t * (Z / (t * r)) = Z / r := by
    intro r hr
    have hr' : r ≠ 0 := ne_of_gt hr
    have ht' : t ≠ 0 := ht.ne'
    field_simp
  refine radial_scale_iff ht ?_ ?_
  · intro r hr
    simp only [coulomb]
    linear_combination -hm - hz r hr
  · intro r hr
    simp only [coulomb]
    linear_combination -hz r hr

/-- A dilation by `s > 0` keeps a pair nonzero and square integrable. -/
theorem normalizable_scale {s : ℝ} {P Q : ℝ → ℝ} (hs : 0 < s) (h : Normalizable P Q) :
    Normalizable (fun r => P (s * r)) (fun r => Q (s * r)) := by
  obtain ⟨⟨r, hr, h0⟩, hi⟩ := h
  refine ⟨⟨s⁻¹ * r, mul_pos (inv_pos.2 hs) hr, ?_⟩, ?_⟩
  · simpa only [mul_inv_cancel_left₀ hs.ne'] using h0
  · exact (integrableOn_Ioi_comp_mul_left_iff (fun r => P r ^ 2 + Q r ^ 2) 0 hs).2
      (by rwa [mul_zero])

/-- For `-2c² < E` and `D < 2c²`, ZORA in the shifted Coulomb potential has a normalizable
state at `e = D + tE` exactly when the Dirac-Coulomb equation has one at `E`. -/
theorem zora_level_iff {c k Z D E : ℝ} (hE : -(2 * c ^ 2) < E) (hD : D < 2 * c ^ 2) :
    (∃ p q, Zora c k (coulomb Z D) (zoraEnergy c D E) p q ∧ Normalizable p q) ↔
    ∃ P Q, Dirac c k (coulomb Z 0) E P Q ∧ Normalizable P Q := by
  have ht : 0 < zoraScale c D E := div_pos (by linarith) (by linarith)
  constructor
  · rintro ⟨p, q, h, hn⟩
    refine ⟨fun r => p ((zoraScale c D E)⁻¹ * r), fun r => q ((zoraScale c D E)⁻¹ * r),
      (zora_iff_dirac hE hD).1 ?_, normalizable_scale (inv_pos.2 ht) hn⟩
    simpa only [inv_mul_cancel_left₀ ht.ne'] using h
  · rintro ⟨P, Q, h, hn⟩
    exact ⟨_, _, (zora_iff_dirac hE hD).2 h, normalizable_scale ht hn⟩

/-- For `-2c² < E`, the energy `e = D + tE` differs from the shifted Dirac energy `E + D` by
`-E(E + D)/(2c² + E)`. -/
theorem gauge_error {c E : ℝ} (D : ℝ) (hE : -(2 * c ^ 2) < E) :
    zoraEnergy c D E - (E + D) = -E * (E + D) / (2 * c ^ 2 + E) := by
  have hne : 2 * c ^ 2 + E ≠ 0 := by linarith [hE] |> fun h : 0 < 2 * c ^ 2 + E => h.ne'
  unfold zoraEnergy zoraScale
  linear_combination E * mul_inv_cancel₀ hne

/-- For `-2c² < E < 0`, the energy `e = D + tE` lies below the shifted Dirac energy `E + D`
exactly when `D < -E`, and equals it exactly when `D = -E`. -/
theorem overbinds_iff {c E : ℝ} (D : ℝ) (hE : -(2 * c ^ 2) < E) (hE0 : E < 0) :
    (zoraEnergy c D E < E + D ↔ D < -E) ∧ (zoraEnergy c D E = E + D ↔ D = -E) := by
  have hpos : 0 < 2 * c ^ 2 + E := by linarith
  have h := gauge_error D hE
  constructor
  · rw [← sub_neg, h, div_lt_iff₀ hpos, zero_mul]
    constructor
    · intro h1
      by_contra h2
      have h3 : 0 ≤ -E * (E + D) := mul_nonneg (by linarith) (by linarith)
      linarith
    · intro h1
      exact mul_neg_of_pos_of_neg (by linarith) (by linarith)
  · rw [← sub_eq_zero, h, div_eq_iff hpos.ne', zero_mul]
    constructor
    · intro h1
      rcases mul_eq_zero.1 h1 with h2 | h2 <;> linarith
    · intro h1
      rw [h1]
      ring

/-- For `-2c² < E < 0`, the energy `e = D + tE` at `D = 0` lies below `E`. -/
theorem unshifted_overbinds {c E : ℝ} (hE : -(2 * c ^ 2) < E) (hE0 : E < 0) :
    zoraEnergy c 0 E < E := by
  have h := (overbinds_iff 0 hE hE0).1.2 (by linarith)
  linarith

/-- For `-2c² < E < 0`, the energy `e = D + tE` changes with the shift at the rate
`de/dD = 2c²/(2c² + E)`, which exceeds 1. -/
theorem gauge_slope {c E : ℝ} (D : ℝ) (hE : -(2 * c ^ 2) < E) (hE0 : E < 0) :
    HasDerivAt (fun x => zoraEnergy c x E) (2 * c ^ 2 / (2 * c ^ 2 + E)) D ∧
      1 < 2 * c ^ 2 / (2 * c ^ 2 + E) := by
  have hpos : 0 < 2 * c ^ 2 + E := by linarith
  constructor
  · have h := (hasDerivAt_id' D).fun_add
      ((((hasDerivAt_id' D).const_sub (2 * c ^ 2)).div_const (2 * c ^ 2 + E)).mul_const E)
    refine h.congr_deriv ?_
    linear_combination -mul_inv_cancel₀ hpos.ne'
  · rw [lt_div_iff₀ hpos]
    linarith

end

end ZoraGaugeShift
```

```lean
#print axioms ZoraGaugeShift.dirac_shift
#print axioms ZoraGaugeShift.zora_level_iff
#print axioms ZoraGaugeShift.unshifted_overbinds
#print axioms ZoraGaugeShift.gauge_slope
```

```
'ZoraGaugeShift.dirac_shift' depends on axioms: [propext, Classical.choice, Quot.sound]
'ZoraGaugeShift.zora_level_iff' depends on axioms: [propext, Classical.choice, Quot.sound]
'ZoraGaugeShift.unshifted_overbinds' depends on axioms: [propext, Classical.choice, Quot.sound]
'ZoraGaugeShift.gauge_slope' depends on axioms: [propext, Classical.choice, Quot.sound]
```

### What the definitions and theorems say

`Radial c k A B P Q` says that the two real functions satisfy the first-order system at every $r>0$. `HasDerivAt` includes differentiability there. `Dirac` and `Zora` insert the two choices of coefficients, and `coulomb Z D` is $D-Z/r$. The numbers $t$ and $e$ are `zoraScale c D E` and `zoraEnergy c D E`.

`dirac_shift` states the exact behaviour of the Dirac equation: $(P,Q)$ solves it at $E+D$ in the shifted potential if and only if it solves it at $E$ in the unshifted one.

`zora_iff_dirac` compares a given pair with its dilated version. The dilated pair solves ZORA at $e$ exactly when the original solves the Dirac equation at $E$. `zora_level_iff` turns this into a statement about energies: a normalizable ZORA state exists at $e$ exactly when a normalizable Dirac state exists at $E$.

Two hypotheses enter here. `hE`, $-2c^2<E$, places the energy above the negative-energy continuum. `hD`, $D<2c^2$, keeps the ZORA coefficient $2c^2-V$ positive far from the nucleus. Together they make $t$ positive.

The remaining theorems concern the formula for $e$. `gauge_error` gives its difference from $E+D$, `overbinds_iff` the sign of that difference, `unshifted_overbinds` the case $D=0$, and `gauge_slope` the derivative at fixed $E$. They become statements about levels through `zora_level_iff`, when $E$ is a Dirac level and $D<2c^2$.

`Normalizable P Q` asks that the pair be nonzero somewhere on $r>0$ and that $P^2+Q^2$ be integrable there. The same criterion serves both methods, although ZORA orbitals are usually normalised by the large component alone. No further boundary condition is set at the nucleus. For $|k|=1$ and $\sqrt3/2<Z/c<1$, both types of behaviour at the origin are square integrable, and a physical level needs an additional condition there.

The model is one electron, a point nucleus and a shift that is constant in all space. The parameters `k` and `Z` may be any real numbers, and the existence of a Dirac level is left open.

### At $D=2c^2$ the level disappears

Take $k=-1$, $0<Z<c$ and $\gamma=\sqrt{1-Z^2/c^2}$. The Dirac ground state is

$$P=r^\gamma e^{-Zr},\qquad Q=\frac{c(\gamma-1)}{Z}\,P,\qquad E=c^2(\gamma-1),$$

which is normalizable and satisfies $-2c^2<E<0$.

For $D=2c^2$ the formulas give $t=0$ and $e=2c^2$, and both ZORA coefficients reduce to $Z/r$. The solutions are then combinations of $r^{\gamma}$ and $r^{-\gamma}$ with constant vectors. A part in $r^\gamma$ grows at infinity. A pure $r^{-\gamma}$ solution would need $2\gamma>1$ to be square integrable at infinity and $2\gamma<1$ at the origin. No normalizable state exists, so the equivalence of levels requires at least $D\neq2c^2$.

### From the chain rule to the levels

`dirac_shift` shows that the two coefficient functions are the same before and after the shift. `ring` does the cancellation and `rw` substitutes the result.

`radial_scale` is the dilation step, for a general factor $s>0$. `hP.comp r hl` and `hQ.comp r hl` are the chain rule, and `e1` is the cancellation that leaves the $k/r$ term unchanged. The hypotheses `hA` and `hB` say that the new coefficients are $sA(sr)$ and $sB(sr)$. `radial_scale_iff` gets the converse by applying the same lemma with the factor $s^{-1}$.

In `zora_iff_dirac`, `ht` is $t>0$ and `hm` is the matching condition $t(2c^2+E)=2c^2-D$. `generalize` then replaces the quotient by a plain symbol `t`, about which only these two facts are kept. `hz` says that the Coulomb term keeps its strength. The two `linear_combination` steps match the coefficients: the first uses `hm` and `hz`, the second only `hz`, because $e-D=tE$ holds by definition.

`normalizable_scale` moves the point where the pair is nonzero from $r$ to $s^{-1}r$ and changes variables in the integral. In `zora_level_iff`, a Dirac state is dilated by $t$ to give a ZORA state. In the other direction, a ZORA state $(p,q)$ is stretched back to $p(t^{-1}r)$, $q(t^{-1}r)$, and dilating that pair by $t$ recovers the original.

`gauge_error` is the algebra of the error formula. `overbinds_iff` multiplies out the positive denominator and reads off the sign of $-E(E+D)$. For equality, `mul_eq_zero` leaves two possible zero factors, and $E<0$ excludes the first. `unshifted_overbinds` sets $D=0$. `gauge_slope` differentiates $D+tE$ term by term, then reduces the bound on the slope to $2c^2+E<2c^2$, which is $E<0$.
